# Sign and maximum of the tree-level laser–electron Compton asymmetry

When circularly polarized laser light meets a longitudinally polarized electron beam head-on, the scattering rate depends on the relative polarization. The model here takes the polarized Klein–Nishina formula as its definition of that rate and does not derive it from the QED amplitude. In the electron rest frame, let \(t\) be the ratio of scattered to incident photon energy and \(c\) the cosine of the photon scattering angle. Up to a factor that cancels in the asymmetry, the rate summed over final polarizations is

\[
B_h=t+\frac1t-(1-c^2)+h\,c\left(t-\frac1t\right),
\]

where \(h\) is the product of the photon and electron spin polarizations, both measured along the incident photon's direction. Thus \(h=1\) means full polarization with parallel spins, and \(h=-1\) full polarization with antiparallel spins.

The kinematics are written with \(0<a<1\) and \(0\le r\le1\):

\[
t=1-r(1-a),\qquad c=\frac{1-r(1+a)}{t}.
\]

Here \(r\) is the scattered photon's laboratory energy divided by its maximum, and \(a\) is the value of \(t\) at that maximum. For an ultrarelativistic beam, the boost to the laboratory makes the photon energy proportional to \(t(1-c)=2ar\). The boost itself is not formalized in Lean.

## A sign change and a bound attained at the edge

The asymmetry is the difference over the sum of the fully polarized rates:

\[
A=\frac{B_1-B_{-1}}{B_1+B_{-1}}=\frac{c(t-1/t)}{t+1/t-1+c^2}.
\]

It is negative for \(0<r<1/(1+a)\) and positive for \(1/(1+a)<r\le1\). Moreover \(|A|\le(1-a^2)/(1+a^2)\), with equality only at \(r=1\). In a simulation of a Compton polarimeter, this gives a check on the sign and the largest magnitude of the asymmetry for single scattering at tree level with full polarization. The sign refers to parallel minus antiparallel spins. In a head-on collision parallel spins mean opposite helicities, so an asymmetry formed as equal minus opposite helicities has the opposite sign. The most negative value of \(A\) is not determined here.

**Kinematics.** From \(t-a=(1-a)(1-r)\) and \(1-t=r(1-a)\) we get \(a\le t\le1\). From \(t(1-c)=2ar\) and \(t(1+c)=2(1-r)\) we get \(|c|\le1\). Also

\[
\frac1t-1=\frac{r(1-a)}t=\frac{1-a}{2a}(1-c),
\]

which is Compton's relation for incident energy \((1-a)/(2a)\) in electron rest energies.

**Sign.** Multiplying numerator and denominator by \(t\) gives

\[
A=\frac{c(t^2-1)}{D},\qquad D=1+t^2-t(1-c^2)=(1-t)+t^2+tc^2>0.
\]

For \(r>0\) we have \(t<1\), so \(A\) has the sign opposite to \(c\), hence opposite to \(1-r(1+a)\).

**Bound.** At fixed \(t\),

\[
D-|c|(1+t^2)=(1-|c|)\bigl(1+t^2-t(1+|c|)\bigr)\ge0,
\]

because the last factor is at least \((1-t)^2\). Multiplying by \(1-t^2\ge0\) and dividing by \(D(1+t^2)\) gives \(|A|\le(1-t^2)/(1+t^2)\). Finally,

\[
\frac{1-a^2}{1+a^2}-\frac{1-t^2}{1+t^2}=\frac{2(t^2-a^2)}{(1+a^2)(1+t^2)}\ge0,
\]

strictly for \(r<1\), where \(t>a\). At \(r=1\), \(t=a\) and \(c=-1\), so \(A=(1-a^2)/(1+a^2)\).

## Rates and kinematics in Lean

All quantities are real numbers.

```lean
import Mathlib

namespace ComptonAsymmetry

noncomputable section
```

The functions `energyRatio` and `scatteringCos` are \(t\) and \(c\).

```lean
/-- Ratio `t` of scattered to incident photon energy in the electron rest frame, as a function
of the kinematic parameter `a` and the scaled laboratory photon energy `r`. -/
def energyRatio (a r : ℝ) : ℝ := 1 - r * (1 - a)

/-- Cosine `c` of the photon scattering angle in the electron rest frame, for parameters with
`energyRatio a r ≠ 0`. -/
def scatteringCos (a r : ℝ) : ℝ := (1 - r * (1 + a)) / energyRatio a r
```

The bracket \(B_h\) is `kleinNishina h t c`. The asymmetry is first defined for independent \(t\) and \(c\), then evaluated on the kinematic curve.

```lean
/-- The polarized Klein–Nishina bracket at energy ratio `t ≠ 0` and scattering cosine `c`; `h` is
the product of the photon and electron spin polarizations, both measured along the incident photon's
direction. -/
def kleinNishina (h t c : ℝ) : ℝ := t + 1 / t - (1 - c ^ 2) + h * (c * (t - 1 / t))

/-- Difference over sum of the Klein–Nishina brackets for the two relative polarizations,
for `t ≠ 0` and a nonzero sum. -/
def restAsymmetry (t c : ℝ) : ℝ :=
  (kleinNishina 1 t c - kleinNishina (-1) t c) / (kleinNishina 1 t c + kleinNishina (-1) t c)

/-- The laser-electron asymmetry as a function of the scaled photon energy `r`,
for `0 < a < 1` and `0 ≤ r ≤ 1`. -/
def laserAsymmetry (a r : ℝ) : ℝ := restAsymmetry (energyRatio a r) (scatteringCos a r)
```

The next theorem proves the ranges of \(t\) and \(c\). For the cosine it multiplies through by the positive \(t\), leaving polynomial inequalities for `nlinarith`.

```lean
/-- For `0 < a < 1` and `0 ≤ r ≤ 1` the energy ratio lies between `a` and `1`, and the
scattering cosine between `-1` and `1`. -/
theorem kinematic_bounds {a r : ℝ} (ha : 0 < a) (ha1 : a < 1) (hr : 0 ≤ r) (hr1 : r ≤ 1) :
    a ≤ energyRatio a r ∧ energyRatio a r ≤ 1 ∧ |scatteringCos a r| ≤ 1 := by
  have h1 : a ≤ energyRatio a r := by
    unfold energyRatio
    nlinarith [mul_nonneg (sub_nonneg.2 hr1) (sub_nonneg.2 ha1.le)]
  have ht : 0 < energyRatio a r := lt_of_lt_of_le ha h1
  refine ⟨h1, ?_, abs_le.2 ⟨?_, ?_⟩⟩
  · unfold energyRatio
    nlinarith [mul_nonneg hr (sub_nonneg.2 ha1.le)]
  · rw [scatteringCos, le_div_iff₀ ht]
    unfold energyRatio
    nlinarith
  · rw [scatteringCos, div_le_iff₀ ht]
    unfold energyRatio
    nlinarith [mul_nonneg hr ha.le]
```

Compton's relation is a check that the parametrization describes elastic scattering from an electron at rest. The proof obtains \(t(1-c)=2ar\) first, as `h2`, and deduces the relation from it.

```lean
/-- For `0 < a < 1` and `0 ≤ r ≤ 1`, the energy ratio and angle obey Compton's relation with
incident photon energy `(1 - a) / (2 a)` in units of the electron rest energy, and
`t (1 - c) = 2 a r`. -/
theorem compton_relation {a r : ℝ} (ha : 0 < a) (ha1 : a < 1) (hr : 0 ≤ r) (hr1 : r ≤ 1) :
    1 / energyRatio a r = 1 + (1 - a) / (2 * a) * (1 - scatteringCos a r) ∧
      energyRatio a r * (1 - scatteringCos a r) = 2 * a * r := by
  have ht : energyRatio a r ≠ 0 :=
    (lt_of_lt_of_le ha (kinematic_bounds ha ha1 hr hr1).1).ne'
  have hT : energyRatio a r = 1 - r * (1 - a) := rfl
  have h : scatteringCos a r * energyRatio a r = 1 - r * (1 + a) := by
    unfold scatteringCos
    field_simp
  have h2 : energyRatio a r * (1 - scatteringCos a r) = 2 * a * r := by
    linear_combination hT - h
  have h3 : (1 - a) / (2 * a) * (2 * a * r) = (1 - a) * r := by
    field_simp
  refine ⟨?_, h2⟩
  rw [div_eq_iff ht]
  linear_combination (-((1 - a) / (2 * a))) * h2 - h3 - hT
```

## The quotient and its bound at fixed energy ratio

The closed form follows by cancelling the common factor 2.

```lean
/-- The asymmetry of the two Klein–Nishina brackets in closed form. -/
theorem restAsymmetry_eq (t c : ℝ) :
    restAsymmetry t c = c * (t - 1 / t) / (t + 1 / t - 1 + c ^ 2) := by
  have h1 : kleinNishina 1 t c - kleinNishina (-1) t c = 2 * (c * (t - 1 / t)) := by
    unfold kleinNishina
    ring
  have h2 : kleinNishina 1 t c + kleinNishina (-1) t c = 2 * (t + 1 / t - 1 + c ^ 2) := by
    unfold kleinNishina
    ring
  rw [restAsymmetry, h1, h2, mul_div_mul_left _ _ (two_ne_zero)]
```

Clearing \(1/t\) gives the polynomial quotient, together with \(D>0\).

```lean
/-- For an energy ratio `0 < t ≤ 1` the asymmetry is a quotient of polynomials with positive
denominator. -/
theorem restAsymmetry_cleared {t : ℝ} (ht : 0 < t) (ht1 : t ≤ 1) (c : ℝ) :
    restAsymmetry t c = c * (t ^ 2 - 1) / (1 + t ^ 2 - t * (1 - c ^ 2)) ∧
      0 < 1 + t ^ 2 - t * (1 - c ^ 2) := by
  have hi : t * (1 / t) = 1 := mul_one_div_cancel ht.ne'
  have h1 : c * (t ^ 2 - 1) = t * (c * (t - 1 / t)) := by
    linear_combination c * hi
  have h2 : 1 + t ^ 2 - t * (1 - c ^ 2) = t * (t + 1 / t - 1 + c ^ 2) := by
    linear_combination (-1) * hi
  constructor
  · rw [restAsymmetry_eq, h1, h2, mul_div_mul_left _ _ ht.ne']
  · nlinarith [pow_pos ht 2, mul_nonneg ht.le (sq_nonneg c)]
```

In the next proof, `key` is the factored inequality \(|c|(1+t^2)\le D\), and `h1` is the nonnegativity of its second factor. The closing `calc` multiplies `key` by \(1-t^2\).

```lean
/-- At fixed energy ratio `0 < t ≤ 1`, no scattering cosine with `|c| ≤ 1` gives an asymmetry
larger in magnitude than `(1 - t²) / (1 + t²)`. -/
theorem abs_restAsymmetry_le {t c : ℝ} (ht : 0 < t) (ht1 : t ≤ 1) (hc : |c| ≤ 1) :
    |restAsymmetry t c| ≤ (1 - t ^ 2) / (1 + t ^ 2) := by
  obtain ⟨he, hD⟩ := restAsymmetry_cleared ht ht1 c
  have hs : 0 ≤ 1 - t ^ 2 := by nlinarith
  -- the difference of the two sides factors as (1 - |c|) (1 + t² - t (1 + |c|))
  have key : |c| * (1 + t ^ 2) ≤ 1 + t ^ 2 - t * (1 - c ^ 2) := by
    have h1 : 0 ≤ 1 + t ^ 2 - t * (1 + |c|) := by
      nlinarith [sq_nonneg (1 - t), mul_nonneg ht.le (sub_nonneg.2 hc)]
    rw [← sq_abs c]
    nlinarith [mul_nonneg (sub_nonneg.2 hc) h1]
  rw [he, abs_div, abs_mul, abs_of_nonpos (by linarith : t ^ 2 - 1 ≤ 0), abs_of_pos hD,
    div_le_div_iff₀ hD (by positivity)]
  calc |c| * -(t ^ 2 - 1) * (1 + t ^ 2) = (1 - t ^ 2) * (|c| * (1 + t ^ 2)) := by ring
    _ ≤ (1 - t ^ 2) * (1 + t ^ 2 - t * (1 - c ^ 2)) := mul_le_mul_of_nonneg_left key hs
```

## Signs along the photon spectrum

Both sign theorems establish \(t<1\) and the sign of \(c\), then apply the quotient. The first has no hypothesis \(r\le1\), since \(r<1/(1+a)\) implies it.

```lean
/-- For `0 < a < 1` the asymmetry is negative at scaled photon energies
`0 < r < 1 / (1 + a)`. -/
theorem laserAsymmetry_neg {a r : ℝ} (ha : 0 < a) (ha1 : a < 1) (hr : 0 < r)
    (hra : r < 1 / (1 + a)) : laserAsymmetry a r < 0 := by
  have h : r * (1 + a) < 1 := (lt_div_iff₀ (by linarith)).1 hra
  have hr1 : r ≤ 1 := by nlinarith [mul_pos hr ha]
  obtain ⟨hat, ht1, -⟩ := kinematic_bounds ha ha1 hr.le hr1
  have ht : 0 < energyRatio a r := lt_of_lt_of_le ha hat
  have hlt : energyRatio a r < 1 := by
    unfold energyRatio
    nlinarith [mul_pos hr (sub_pos.2 ha1)]
  have hc : 0 < scatteringCos a r := div_pos (by linarith) ht
  obtain ⟨he, hD⟩ := restAsymmetry_cleared ht ht1 (scatteringCos a r)
  rw [laserAsymmetry, he]
  exact div_neg_of_neg_of_pos (mul_neg_of_pos_of_neg hc (by nlinarith)) hD

/-- For `0 < a < 1` the asymmetry is positive at scaled photon energies
`1 / (1 + a) < r ≤ 1`. -/
theorem laserAsymmetry_pos {a r : ℝ} (ha : 0 < a) (ha1 : a < 1)
    (hra : 1 / (1 + a) < r) (hr1 : r ≤ 1) : 0 < laserAsymmetry a r := by
  have h : 1 < r * (1 + a) := (div_lt_iff₀ (by linarith)).1 hra
  have hr : 0 < r := lt_trans (by positivity) hra
  obtain ⟨hat, ht1, -⟩ := kinematic_bounds ha ha1 hr.le hr1
  have ht : 0 < energyRatio a r := lt_of_lt_of_le ha hat
  have hlt : energyRatio a r < 1 := by
    unfold energyRatio
    nlinarith [mul_pos hr (sub_pos.2 ha1)]
  have hc : scatteringCos a r < 0 := div_neg_of_neg_of_pos (by linarith) ht
  obtain ⟨he, hD⟩ := restAsymmetry_cleared ht ht1 (scatteringCos a r)
  rw [laserAsymmetry, he]
  exact div_pos (mul_pos_of_neg_of_neg hc (by nlinarith)) hD
```

## Equality at maximum photon energy

At the edge, the proof substitutes \(t=a\) and \(c=-1\).

```lean
/-- At the edge `r = 1` the asymmetry equals `(1 - a²) / (1 + a²)`, for `0 < a < 1`. -/
theorem laserAsymmetry_edge {a : ℝ} (ha : 0 < a) (ha1 : a < 1) :
    laserAsymmetry a 1 = (1 - a ^ 2) / (1 + a ^ 2) := by
  have ht : energyRatio a 1 = a := by
    unfold energyRatio
    ring
  have hc : scatteringCos a 1 = -1 := by
    rw [scatteringCos, ht, div_eq_iff ha.ne']
    ring
  rw [laserAsymmetry, ht, hc, (restAsymmetry_cleared ha ha1.le (-1)).1]
  congr 1 <;> ring
```

The last theorem states the bound and the equivalence between equality and \(r=1\). Its step `hstrict` combines the fixed-\(t\) bound with \(t>a\) to get strict inequality below the edge; the case \(r=1\) uses the edge value.

```lean
/-- For `0 < a < 1` and `0 ≤ r ≤ 1` the asymmetry is at most `(1 - a²) / (1 + a²)` in
magnitude, and this value is reached only at the edge `r = 1`. -/
theorem abs_laserAsymmetry_le {a r : ℝ} (ha : 0 < a) (ha1 : a < 1) (hr : 0 ≤ r) (hr1 : r ≤ 1) :
    |laserAsymmetry a r| ≤ (1 - a ^ 2) / (1 + a ^ 2) ∧
      (|laserAsymmetry a r| = (1 - a ^ 2) / (1 + a ^ 2) ↔ r = 1) := by
  have hedge : |laserAsymmetry a 1| = (1 - a ^ 2) / (1 + a ^ 2) := by
    rw [laserAsymmetry_edge ha ha1]
    exact abs_of_nonneg (div_nonneg (by nlinarith) (by positivity))
  -- below the edge the energy ratio exceeds a, and the bound is strict
  have hstrict : r < 1 → |laserAsymmetry a r| < (1 - a ^ 2) / (1 + a ^ 2) := by
    intro hlt
    obtain ⟨hat, ht1, hc⟩ := kinematic_bounds ha ha1 hr hr1
    have h : a < energyRatio a r := by
      unfold energyRatio
      nlinarith [mul_pos (sub_pos.2 hlt) (sub_pos.2 ha1)]
    have hsq : a ^ 2 < energyRatio a r ^ 2 := by nlinarith
    refine lt_of_le_of_lt (abs_restAsymmetry_le (lt_of_lt_of_le ha hat) ht1 hc) ?_
    rw [div_lt_div_iff₀ (by positivity) (by positivity)]
    nlinarith
  rcases lt_or_eq_of_le hr1 with hlt | heq
  · exact ⟨(hstrict hlt).le, fun h => absurd h (hstrict hlt).ne, fun h => absurd h hlt.ne⟩
  · subst heq
    exact ⟨hedge.le, fun _ => rfl, fun _ => hedge⟩

end

end ComptonAsymmetry
```

```lean
#print axioms ComptonAsymmetry.compton_relation
-- 'ComptonAsymmetry.compton_relation' depends on axioms: [propext, Classical.choice, Quot.sound]
#print axioms ComptonAsymmetry.laserAsymmetry_neg
-- 'ComptonAsymmetry.laserAsymmetry_neg' depends on axioms: [propext, Classical.choice, Quot.sound]
#print axioms ComptonAsymmetry.laserAsymmetry_pos
-- 'ComptonAsymmetry.laserAsymmetry_pos' depends on axioms: [propext, Classical.choice, Quot.sound]
#print axioms ComptonAsymmetry.abs_laserAsymmetry_le
-- 'ComptonAsymmetry.abs_laserAsymmetry_le' depends on axioms: [propext, Classical.choice, Quot.sound]
```
